# Linear mixing with a symmetric Jacobian: linearized errors tend to zero from every start exactly when $0<b(1-s)<2$ for every eigenvalue $s$

## Occupations that feed back on themselves

In a calculation with a Hubbard correction, the occupations of localized orbitals determine a potential, and that potential determines new occupations. An orbital that is slightly more occupied is lowered in energy by the correction, and so tends to fill further. This positive feedback helps to produce several self-consistent occupation patterns, some of them metastable. Whether an iteration settles into a given pattern depends on how it treats small deviations from it.

Let $F$ be the map from input to output occupations, and let $x^*=F(x^*)$ be a self-consistent solution. Linear mixing with parameter $b$ replaces $x$ by $x+b(F(x)-x)$. Write $e=x-x^*$ for the error and $J$ for the Jacobian of $F$ at $x^*$. To first order, $F(x)-x$ equals $Je-e$, so the error after $k$ steps obeys

$$e_{k+1}=M e_k,\qquad M=I-b(I-J).$$

The question is for which $b$ this error dies out whatever its initial value $e_0$.

The matrix $J$ is taken to be real and symmetric. This holds, for example, in a model where the potential on orbital $i$ is $-U$ times its occupation, up to a constant, with the same $U$ for all orbitals. Then $J=-U\chi$, where $\chi$ is the symmetric static response of the occupations to orbital energy shifts. With a more general interaction, $J$ need not be symmetric.

## The condition on each eigenvalue

For symmetric $J$ and any real $b$, the errors tend to zero from every start if and only if

$$0<b(1-s)<2\quad\text{for every eigenvalue } s \text{ of } J.$$

It follows that some $b>0$ works if and only if all eigenvalues are below one. Within the linearized model with a symmetric Jacobian and a single mixing parameter, this separates two kinds of trouble. An eigenvalue far below zero calls for a smaller $b$: with $s=-3$ the condition reads $0<b<1/2$. Such an eigenvalue describes a feedback that opposes a deviation, unlike the self-reinforcing one described at the start. An eigenvalue $s\ge 1$ defeats every positive $b$, so stronger damping is no remedy.

## Following one mode, then all of them

Suppose $Jv=sv$ with $v\neq0$. Then

$$Mv=v-b(v-sv)=\lambda v,\qquad \lambda=1-b(1-s),$$

and an error that starts as $v$ is $\lambda^k v$ after $k$ steps.

**Sufficiency.** By the spectral theorem, a symmetric $J$ has eigenmodes $v_i$ with eigenvalues $s_i$ in which every initial error can be expanded, $e_0=\sum_i c_i v_i$. By linearity,

$$e_k=\sum_i c_i\lambda_i^k v_i,\qquad \lambda_i=1-b(1-s_i).$$

The condition $0<b(1-s_i)<2$ is the same as $-1<\lambda_i<1$. Each $\lambda_i^k$ then tends to zero, and so does the finite sum.

**Necessity.** Let $s$ be an eigenvalue with mode $v$, and start from $e_0=v$. Some component $w$ of this vector is nonzero. If the error tends to zero, then $\lambda^k w\to0$, hence $\lambda^k\to0$, hence $|\lambda|<1$. This is the stated condition for $s$.

## When a positive mixing parameter exists

If $b>0$ works, then $b(1-s)>0$ gives $s<1$ for every eigenvalue.

Conversely, let all eigenvalues be below one. Put $S=\sum_i|1-s_i|$ and choose $b=1/(1+S)$. Then $b>0$, and for each $i$

$$0<b(1-s_i)\le\frac{S}{1+S}<1<2,$$

so this $b$ works for all modes at once. It is a safe choice, with no claim to be the fastest.

For $b>0$ and $s>1$ the factor is $\lambda=1+b(s-1)>1$. The error along the mode has norm $\lambda^k\|v\|$, which grows without bound. At $s=1$ the factor is exactly one and the error along the mode stays as it was.

## Two equivalent occupations

Take two equivalent orbitals, each with self-response $a$ and cross-response $c$:

$$J=\begin{pmatrix}a&c\\c&a\end{pmatrix}.$$

The in-phase mode $(1,1)/\sqrt2$ has eigenvalue $a+c$, and the out-of-phase mode $(1,-1)/\sqrt2$ has eigenvalue $a-c$. The larger of the two is $a+|c|$, so a positive $b$ that works exists if and only if

$$a+|c|<1.$$

With $a=0.6$ and $c=-0.5$, each occupation could be converged by a suitable positive $b$ if the other were held fixed. Together they have the eigenvalues $0.1$ and $1.1$, and no positive $b$ makes the errors die out from every start: the out-of-phase mode grows.

## The statements in Lean

Occupation errors are functions `n → ℝ` on a finite index type `n`, and `*ᵥ` is the product of a matrix with a vector. The definitions follow the physics closely:

- `mixingMatrix b J` is $M$, and `mixError b J e k` is the error after $k$ steps from the start `e`, defined by recursion.
- `MixingConverges b J` says that for every `e` this sequence tends to zero in $\mathbb R^n$, that is, component by component.
- `IsEigenvalue J s` says that a nonzero real vector $v$ satisfies $Jv=sv$.

The main theorem, `mixingConverges_iff`, assumes `J.IsSymm` and holds for every real `b`, with no sign condition. Positivity of `b` enters in `exists_mixing_iff`, `mode_runaway` and `two_occupations_iff`. The runaway theorem needs no symmetry, since it follows a single given mode; its norm is the largest absolute value among the components.

The file starts from the linear recursion: the map $F$, its fixed point and the derivation of $J$ do not occur in it. The size of the region in which linearization is adequate, the bounds on physical occupations, and mixing schemes that use the history of the iteration are likewise absent.

```lean
import Mathlib

open Matrix Filter Topology

namespace OccupationMixing

noncomputable section

variable {n : Type*} [Fintype n] [DecidableEq n]

/-- The matrix `I - b (I - J)` that propagates a small occupation error through one step of
linear mixing with parameter `b`. -/
def mixingMatrix (b : ℝ) (J : Matrix n n ℝ) : Matrix n n ℝ := 1 - b • (1 - J)

/-- The linearized occupation error after `k` mixing steps, starting from the error `e`. -/
def mixError (b : ℝ) (J : Matrix n n ℝ) (e : n → ℝ) : ℕ → n → ℝ
  | 0 => e
  | k + 1 => mixingMatrix b J *ᵥ mixError b J e k

/-- Linear mixing converges: the linearized error tends to zero from every start. -/
def MixingConverges (b : ℝ) (J : Matrix n n ℝ) : Prop :=
  ∀ e : n → ℝ, Tendsto (mixError b J e) atTop (𝓝 0)

omit [DecidableEq n] in
/-- The number `s` is an eigenvalue of the Jacobian `J`, with a nonzero real eigenmode. -/
def IsEigenvalue (J : Matrix n n ℝ) (s : ℝ) : Prop :=
  ∃ v : n → ℝ, v ≠ 0 ∧ J *ᵥ v = s • v

/-- One mixing step multiplies an eigenmode of `J` with eigenvalue `s` by `1 - b (1 - s)`. -/
theorem mixingMatrix_mode (b : ℝ) {J : Matrix n n ℝ} {s : ℝ} {v : n → ℝ}
    (h : J *ᵥ v = s • v) : mixingMatrix b J *ᵥ v = (1 - b * (1 - s)) • v := by
  simp only [mixingMatrix, Matrix.sub_mulVec, Matrix.smul_mulVec, Matrix.one_mulVec, h]
  module

/-- After `k` steps an error along an eigenmode is the initial one times
`(1 - b (1 - s)) ^ k`. -/
theorem mixError_mode (b : ℝ) {J : Matrix n n ℝ} {s : ℝ} {v : n → ℝ}
    (h : J *ᵥ v = s • v) (k : ℕ) :
    mixError b J v k = (1 - b * (1 - s)) ^ k • v := by
  induction k with
  | zero => simp [mixError]
  | succ k ih =>
    rw [mixError, ih, Matrix.mulVec_smul, mixingMatrix_mode b h, smul_smul, pow_succ]

/-- In a superposition of eigenmodes each amplitude evolves independently, with its own
factor per step. -/
theorem mixError_superposition (b : ℝ) {J : Matrix n n ℝ} {s : n → ℝ} {v : n → n → ℝ}
    (h : ∀ i, J *ᵥ v i = s i • v i) (c : n → ℝ) (k : ℕ) :
    mixError b J (∑ i, c i • v i) k = ∑ i, (c i * (1 - b * (1 - s i)) ^ k) • v i := by
  induction k with
  | zero => simp [mixError]
  | succ k ih =>
    rw [mixError, ih, ← Matrix.mulVecLin_apply, map_sum]
    refine Finset.sum_congr rfl fun i _ => ?_
    rw [map_smul, Matrix.mulVecLin_apply, mixingMatrix_mode b (h i), smul_smul]
    congr 1
    ring

/-- A real symmetric Jacobian has a family of eigenmodes in which every occupation error can
be expanded. -/
theorem exists_modes {J : Matrix n n ℝ} (hJ : J.IsSymm) :
    ∃ (s : n → ℝ) (v : n → n → ℝ), (∀ i, v i ≠ 0) ∧ (∀ i, J *ᵥ v i = s i • v i) ∧
      ∀ e : n → ℝ, ∃ c : n → ℝ, e = ∑ i, c i • v i := by
  have hH : J.IsHermitian :=
    Matrix.IsHermitian.ext fun i j => by simpa only [star_trivial] using hJ.apply i j
  refine ⟨hH.eigenvalues, fun i => (hH.eigenvectorBasis i).ofLp, fun i h => ?_,
    fun i => hH.mulVec_eigenvectorBasis i,
    fun e => ⟨fun i => hH.eigenvectorBasis.repr (WithLp.toLp 2 e) i, ?_⟩⟩
  · apply hH.eigenvectorBasis.orthonormal.ne_zero i
    ext j
    exact congrFun h j
  · have h := congrArg WithLp.ofLp (hH.eigenvectorBasis.sum_repr (WithLp.toLp 2 e))
    simpa only [WithLp.ofLp_sum, WithLp.ofLp_smul] using h.symm

/-- If every initial error is a superposition of eigenmodes with `0 < b (1 - s) < 2`, then
linear mixing converges. -/
theorem converges_of_modes {b : ℝ} {J : Matrix n n ℝ} {s : n → ℝ} {v : n → n → ℝ}
    (h : ∀ i, J *ᵥ v i = s i • v i) (hspan : ∀ e : n → ℝ, ∃ c : n → ℝ, e = ∑ i, c i • v i)
    (hb : ∀ i, 0 < b * (1 - s i) ∧ b * (1 - s i) < 2) : MixingConverges b J := by
  intro e
  obtain ⟨c, rfl⟩ := hspan e
  rw [funext (mixError_superposition b h c)]
  -- every factor decays geometrically
  have hpow : Tendsto (fun (k : ℕ) (i : n) => (1 - b * (1 - s i)) ^ k) atTop (𝓝 0) := by
    refine tendsto_pi_nhds.2 fun i => ?_
    have hr : |1 - b * (1 - s i)| < 1 :=
      abs_lt.2 ⟨by linarith [(hb i).2], by linarith [(hb i).1]⟩
    exact tendsto_pow_atTop_nhds_zero_iff.2 hr
  -- the error depends continuously on the factors
  have hcont : Continuous (fun x : n → ℝ => ∑ i, (c i * x i) • v i) := by fun_prop
  exact (hcont.tendsto' 0 0 (by simp)).comp hpow

/-- For a symmetric Jacobian, the linearized errors tend to zero from every start if and only
if every eigenvalue `s` satisfies `0 < b (1 - s) < 2`. -/
theorem mixingConverges_iff {J : Matrix n n ℝ} (hJ : J.IsSymm) (b : ℝ) :
    MixingConverges b J ↔ ∀ s, IsEigenvalue J s → 0 < b * (1 - s) ∧ b * (1 - s) < 2 := by
  constructor
  · rintro hc s ⟨v, hv, h⟩
    -- start on the eigenmode and watch one nonzero component
    obtain ⟨i, hi⟩ := Function.ne_iff.1 hv
    have hi' : v i ≠ 0 := hi
    have h1 := (tendsto_pi_nhds.1 (hc v) i).mul_const (v i)⁻¹
    have h2 : Tendsto (fun k : ℕ => (1 - b * (1 - s)) ^ k) atTop (𝓝 0) := by
      convert h1 using 1
      · funext k
        rw [mixError_mode b h k, Pi.smul_apply, smul_eq_mul, mul_assoc,
          mul_inv_cancel₀ hi', mul_one]
      · simp
    have h3 := abs_lt.1 (tendsto_pow_atTop_nhds_zero_iff.1 h2)
    exact ⟨by linarith [h3.2], by linarith [h3.1]⟩
  · intro hb
    obtain ⟨s, v, hv, h, hspan⟩ := exists_modes hJ
    exact converges_of_modes h hspan fun i => hb (s i) ⟨v i, hv i, h i⟩

/-- Some positive mixing parameter gives convergence if and only if every eigenvalue of the
symmetric Jacobian is below one. -/
theorem exists_mixing_iff {J : Matrix n n ℝ} (hJ : J.IsSymm) :
    (∃ b : ℝ, 0 < b ∧ MixingConverges b J) ↔ ∀ s, IsEigenvalue J s → s < 1 := by
  constructor
  · rintro ⟨b, hb, hc⟩ s hs
    have h := ((mixingConverges_iff hJ b).1 hc s hs).1
    by_contra hs1
    nlinarith [mul_nonneg hb.le (sub_nonneg.2 (not_lt.1 hs1))]
  · intro hlt
    obtain ⟨s, v, hv, h, hspan⟩ := exists_modes hJ
    -- a mixing parameter small enough for all modes at once
    have hS : 0 ≤ ∑ i, |1 - s i| := Finset.sum_nonneg fun i _ => abs_nonneg _
    have hD : 0 < 1 + ∑ i, |1 - s i| := by linarith
    refine ⟨(1 + ∑ i, |1 - s i|)⁻¹, inv_pos.2 hD, converges_of_modes h hspan fun i => ?_⟩
    have h1 : s i < 1 := hlt (s i) ⟨v i, hv i, h i⟩
    have h2 : |1 - s i| ≤ ∑ j, |1 - s j| :=
      Finset.single_le_sum (f := fun j => |1 - s j|) (fun j _ => abs_nonneg _)
        (Finset.mem_univ i)
    refine ⟨mul_pos (inv_pos.2 hD) (by linarith), ?_⟩
    rw [inv_mul_lt_iff₀ hD]
    linarith [le_abs_self (1 - s i)]

/-- Along an eigenmode with eigenvalue above one, the error grows without bound for every
positive mixing parameter. -/
theorem mode_runaway {J : Matrix n n ℝ} {b s : ℝ} {v : n → ℝ} (hb : 0 < b) (hs : 1 < s)
    (hv : v ≠ 0) (h : J *ᵥ v = s • v) :
    Tendsto (fun k => ‖mixError b J v k‖) atTop atTop := by
  have hr : 1 < 1 - b * (1 - s) := by nlinarith [mul_pos hb (sub_pos.2 hs)]
  have hn : ∀ k, ‖mixError b J v k‖ = (1 - b * (1 - s)) ^ k * ‖v‖ := fun k => by
    rw [mixError_mode b h k, norm_smul, norm_pow, Real.norm_of_nonneg (by linarith)]
  rw [funext hn]
  exact (tendsto_pow_atTop_atTop_of_one_lt hr).atTop_mul_const (norm_pos_iff.2 hv)

/-- Two equivalent occupations with self-response `a` and cross-response `c` can be converged
by some positive mixing parameter if and only if `a + |c| < 1`. -/
theorem two_occupations_iff (a c : ℝ) :
    (∃ b : ℝ, 0 < b ∧ MixingConverges b !![a, c; c, a]) ↔ a + |c| < 1 := by
  have hsymm : (!![a, c; c, a] : Matrix (Fin 2) (Fin 2) ℝ).IsSymm :=
    Matrix.IsSymm.ext fun i j => by fin_cases i <;> fin_cases j <;> rfl
  rw [exists_mixing_iff hsymm]
  constructor
  · intro h
    -- the in-phase and out-of-phase modes
    have h1 := h (a + c) ⟨![1, 1], fun h0 => by simpa using congrFun h0 0, by
      ext i
      fin_cases i <;> simp [Matrix.mulVec, dotProduct, Fin.sum_univ_two]
      all_goals ring⟩
    have h2 := h (a - c) ⟨![1, -1], fun h0 => by simpa using congrFun h0 0, by
      ext i
      fin_cases i <;> simp [Matrix.mulVec, dotProduct, Fin.sum_univ_two]
      all_goals ring⟩
    rcases abs_cases c with hc | hc <;> linarith [hc.1]
  · rintro hac s ⟨v, hv, h⟩
    by_contra hs
    have h0 : a * v 0 + c * v 1 = s * v 0 := by
      simpa [Matrix.mulVec, dotProduct, Fin.sum_univ_two] using congrFun h 0
    have h1 : c * v 0 + a * v 1 = s * v 1 := by
      simpa [Matrix.mulVec, dotProduct, Fin.sum_univ_two] using congrFun h 1
    have hp : s - a - c ≠ 0 := by
      intro h'
      linarith [le_abs_self c, not_lt.1 hs]
    have hm : s - a + c ≠ 0 := by
      intro h'
      linarith [neg_le_abs c, not_lt.1 hs]
    have e1 : v 0 + v 1 = 0 :=
      (mul_eq_zero.1 (by linear_combination -h0 - h1 :
        (s - a - c) * (v 0 + v 1) = 0)).resolve_left hp
    have e2 : v 0 - v 1 = 0 :=
      (mul_eq_zero.1 (by linear_combination -h0 + h1 :
        (s - a + c) * (v 0 - v 1) = 0)).resolve_left hm
    apply hv
    ext i
    fin_cases i
    · change v 0 = 0
      linarith
    · change v 1 = 0
      linarith

end

end OccupationMixing
```

```lean
#print axioms OccupationMixing.mixingConverges_iff
#print axioms OccupationMixing.mode_runaway
#print axioms OccupationMixing.two_occupations_iff
```

```
'OccupationMixing.mixingConverges_iff' depends on axioms: [propext, Classical.choice, Quot.sound]
'OccupationMixing.mode_runaway' depends on axioms: [propext, Classical.choice, Quot.sound]
'OccupationMixing.two_occupations_iff' depends on axioms: [propext, Classical.choice, Quot.sound]
```

## How the proof follows the modes

`mixingMatrix_mode` is the computation $Mv=\lambda v$: `simp` distributes the matrix product and inserts $Jv=sv$, and `module` collects the coefficients of $v$. `mixError_mode` turns this into $\lambda^k v$ by induction on $k$. `mixError_superposition` is the same induction for a sum of modes, with `map_sum` moving the linear map inside the sum.

`exists_modes` supplies the spectral theorem. A real symmetric matrix is Hermitian, and Mathlib provides an orthonormal eigenvector basis for it. The lemma passes on only what is needed later: nonzero modes, their eigenvalue equations and the expansion of every error. The modes are labelled by the index type `n` itself, so a repeated eigenvalue appears as often as its multiplicity.

`converges_of_modes` is the sufficiency argument. After the error has been rewritten as a sum over modes, `hpow` states that the whole family of factors $\lambda_i^k$ tends to zero. The error is a continuous function of these factors, which is `hcont`, and that function vanishes when they all do. Composing the two facts gives the limit.

In `mixingConverges_iff`, the forward direction starts on an eigenmode and picks a nonzero component. Multiplying that component of the error by `(v i)⁻¹` leaves $\lambda^k$, and `tendsto_pow_atTop_nhds_zero_iff` converts its convergence to zero into $|\lambda|<1$. The reverse direction combines `exists_modes` with `converges_of_modes`.

`exists_mixing_iff` uses the explicit $b=1/(1+S)$. The inequality `h2` says that one term $|1-s_i|$ is at most the sum $S$, which yields the upper bound by linear arithmetic. In the other direction, `nlinarith` finds the contradiction between $b>0$, $s\ge1$ and $b(1-s)>0$. `mode_runaway` computes the norm of the error as $\lambda^k\|v\|$ and uses the divergence of powers of a number above one.

For `two_occupations_iff`, the forward direction feeds the unnormalized modes `![1, 1]` and `![1, -1]` to the general criterion, obtaining $a+c<1$ and $a-c<1$. The reverse direction does not compute the spectrum. It supposes that $s\ge1$ is an eigenvalue with mode $v=(v_0,v_1)$, and adds and subtracts the two rows of $Jv=sv$:

$$(s-a-c)(v_0+v_1)=0,\qquad (s-a+c)(v_0-v_1)=0.$$

Since $s\ge1>a+|c|$, neither first factor is zero. Hence $v_0+v_1=0$ and $v_0-v_1=0$, so $v=0$, contrary to the definition of an eigenvalue. The two `linear_combination` calls are this addition and subtraction.
